# The trace of a positive semidefinite matrix limits how many Cholesky pivots can exceed a threshold

With positive pivots, the Cholesky decomposition of a two-electron integral matrix yields at most as many vectors as the matrix dimension, the number of orbital pairs. That limit is safe, but it stays the same however loose the threshold is. The trace gives a limit that does respond: if $M$ is real, finite and positive semidefinite, and $k$ successive steps all have pivots above $\delta>0$, then

$$k\,\delta\le \operatorname{tr}M .$$

In electronic structure this bounds the storage for a decomposed integral matrix from its diagonal alone, provided that the matrix is exactly positive semidefinite and the arithmetic is exact. The resulting limit on $k$ is lower than the matrix dimension only when $\delta$ exceeds the mean diagonal element; otherwise the dimension is at least as good a limit.

## Steps, residuals and vectors

For the integral matrix, an index $i$ stands for a pair $\mu\nu$ of real basis functions, and $M_{ij}=(\mu\nu|\lambda\sigma)$ when $j$ stands for $\lambda\sigma$. In Lean the indices form a type `n`, and nothing about integrals is built in.

```lean
import Mathlib

open Matrix

namespace CholeskyTraceBound

noncomputable section

variable {n : Type*}
```

Let $R$ be the current residual, which is $M$ at the start, and let $e_p$ be the unit vector of index $p$. A step with pivot index $p$ produces $R'$ with elements

$$R'_{ij}=R_{ij}-\frac{R_{ip}R_{pj}}{R_{pp}} .$$

```lean
/-- One Cholesky step with pivot `p`: `R` becomes `R - R e_p e_pᵀ R / R_pp`.
By convention a zero pivot leaves `R` unchanged. -/
def choleskyStep (R : Matrix n n ℝ) (p : n) : Matrix n n ℝ :=
  Matrix.of fun i j => R i j - R i p * R p j / R p p
```

A run is a list of pivot indices, and `residual` applies the steps in order.

```lean
/-- The residual matrix left after Cholesky steps on a list of pivots, taken in order. -/
def residual : Matrix n n ℝ → List n → Matrix n n ℝ
  | R, [] => R
  | R, p :: ps => residual (choleskyStep R p) ps
```

`PivotsAbove δ M ps` says that each pivot in the list `ps` exceeds $\delta$ when it is read off the residual of that moment, not off the original $M$.

```lean
/-- Every pivot in the list, read off the residual at the moment it is used, exceeds `δ`. -/
def PivotsAbove (δ : ℝ) : Matrix n n ℝ → List n → Prop
  | _, [] => True
  | R, p :: ps => δ < R p p ∧ PivotsAbove δ (choleskyStep R p) ps
```

Each step also yields a Cholesky vector with components $L_i=R_{ip}/\sqrt{R_{pp}}$, so the length of the list is the number of vectors. Under Lean's convention for division by zero, a zero pivot leaves $R$ unchanged and gives a zero vector; a pivot above a positive $\delta$ never meets this case.

```lean
/-- The Cholesky vectors `L_i = R_ip / √R_pp` produced along a list of pivots. -/
def choleskyVectors : Matrix n n ℝ → List n → List (n → ℝ)
  | _, [] => []
  | R, p :: ps => (fun i => R i p / √(R p p)) :: choleskyVectors (choleskyStep R p) ps
```

## Positive semidefiniteness: no charge distribution has negative self-repulsion

For the integral matrix, $x^TMx$ is the Coulomb repulsion of the charge distribution $\sum_i x_i\,\phi_\mu\phi_\nu$ with itself, twice its electrostatic energy, and this is never negative. It may vanish when the orbital products are linearly dependent, which is why the condition is semidefinite. Lean takes the property as the hypothesis `M.PosSemidef`, which includes symmetry; it is not derived from the Coulomb kernel.

The derivation first uses it on vectors with at most two nonzero components. Inserting $x=a\,e_i+b\,e_j$ gives

$$a^2R_{ii}+2ab\,R_{ij}+b^2R_{jj}\ge 0 ,$$

and $a=1$, $b=0$ gives $R_{ii}\ge0$. The lemma `pair_nonneg` expands the quadratic form in the same way, with symmetry merging the two cross terms.

```lean
variable [Fintype n] [DecidableEq n]

/-- The quadratic form of a positive semidefinite matrix is nonnegative on combinations of two unit
vectors. -/
theorem pair_nonneg {R : Matrix n n ℝ} (hR : R.PosSemidef) (i j : n) (a b : ℝ) :
    0 ≤ a ^ 2 * R i i + 2 * a * b * R i j + b ^ 2 * R j j := by
  have hm : ∀ (k l : n) (c : ℝ), (R *ᵥ Pi.single k c) l = R l k * c := by
    intro k l c
    show (fun m => R l m) ⬝ᵥ Pi.single k c = _
    rw [dotProduct_single]
  have hs : R j i = R i j := by simpa using hR.isHermitian.apply i j
  have h := hR.dotProduct_mulVec_nonneg (Pi.single i a + Pi.single j b)
  simp only [star_trivial, Matrix.mulVec_add, add_dotProduct, single_dotProduct,
    Pi.add_apply, hm, hs] at h
  linarith
```

The property must also survive each step. For $R_{pp}\neq0$ put $C=1-e_pe_p^TR/R_{pp}$. Then

$$RC=R-\frac{Re_pe_p^TR}{R_{pp}}=R' .$$

Row $p$ of $R'$ is zero, since $R'_{pj}=R_{pj}-R_{pp}R_{pj}/R_{pp}=0$. The second term of $C^T=1-R^Te_pe_p^T/R_{pp}$ sees only that row, so $C^TR'=R'$. Together these give $R'=C^TRC$, and therefore

$$x^TR'x=(Cx)^TR\,(Cx)\ge0 .$$

In the proof, `h1` is $RC=R'$, `hz` is the vanishing row and `h2` is $C^TR'=R'$. Mathlib supplies the fact that a congruence preserves positive semidefiniteness.

```lean
/-- A Cholesky step keeps the residual positive semidefinite. -/
theorem posSemidef_choleskyStep {R : Matrix n n ℝ} (hR : R.PosSemidef) (p : n) :
    (choleskyStep R p).PosSemidef := by
  by_cases h0 : R p p = 0
  · have h : choleskyStep R p = R := by
      ext i j
      simp [choleskyStep, h0]
    rw [h]
    exact hR
  · -- the step is the congruence `Cᵀ R C` with `C = 1 - e_p e_pᵀ R / R_pp`
    let C : Matrix n n ℝ := Matrix.of fun k j =>
      (if k = j then 1 else 0) - (if k = p then R p j / R p p else 0)
    have h1 : R * C = choleskyStep R p := by
      ext i j
      simp only [C, choleskyStep, Matrix.mul_apply, Matrix.of_apply, mul_sub,
        Finset.sum_sub_distrib, mul_ite, mul_one, mul_zero, Finset.sum_ite_eq',
        Finset.mem_univ, if_true]
      ring
    have hz : ∀ j, choleskyStep R p p j = 0 := by
      intro j
      simp only [choleskyStep, Matrix.of_apply]
      rw [mul_div_cancel_left₀ _ h0, sub_self]
    have h2 : Cᴴ * choleskyStep R p = choleskyStep R p := by
      ext i j
      simp only [C, Matrix.mul_apply, Matrix.conjTranspose_apply, Matrix.of_apply,
        star_trivial, sub_mul, Finset.sum_sub_distrib, ite_mul, one_mul, zero_mul,
        Finset.sum_ite_eq', Finset.mem_univ, if_true, hz, mul_zero, sub_zero]
    have h := hR.conjTranspose_mul_mul_same C
    rw [Matrix.mul_assoc, h1, h2] at h
    exact h
```

The third use is in the trace. By symmetry,

$$\operatorname{tr}R'=\operatorname{tr}R-\sum_i\frac{R_{ip}^2}{R_{pp}} .$$

With $R_{pp}>0$ every term of the sum is nonnegative, and the term $i=p$ is $R_{pp}$ itself. Hence

$$\operatorname{tr}R'+R_{pp}\le\operatorname{tr}R .$$

The Lean proof picks out that single term with `Finset.single_le_sum`.

```lean
/-- A Cholesky step lowers the trace by at least the value of its pivot. -/
theorem trace_choleskyStep_add_pivot_le {R : Matrix n n ℝ} (hR : R.PosSemidef) (p : n) :
    (choleskyStep R p).trace + R p p ≤ R.trace := by
  have hd : 0 ≤ R p p := by linarith [pair_nonneg hR p p 1 0]
  have hnn : ∀ i ∈ Finset.univ, 0 ≤ R i p * R p i / R p p := by
    intro i _
    have hs : R i p = R p i := by simpa using hR.isHermitian.apply p i
    rw [hs]
    exact div_nonneg (mul_self_nonneg _) hd
  -- the pivot's own term in the removed trace is already `R_pp`
  have h := Finset.single_le_sum hnn (Finset.mem_univ p)
  simp only [mul_self_div_self] at h
  simp only [Matrix.trace, Matrix.diag_apply, choleskyStep, Matrix.of_apply,
    Finset.sum_sub_distrib]
  linarith
```

Induction along the list then carries positive semidefiniteness to every later residual.

```lean
/-- The residual after any number of Cholesky steps is positive semidefinite. -/
theorem posSemidef_residual {M : Matrix n n ℝ} (hM : M.PosSemidef) (ps : List n) :
    (residual M ps).PosSemidef := by
  induction ps generalizing M with
  | nil => exact hM
  | cons p ps ih => exact ih (posSemidef_choleskyStep hM p)
```

Without this hypothesis the bound fails. The matrix $\operatorname{diag}(1,-1)$ has trace zero, yet it accepts the pivot $1$ at $\delta=1/2$, and $1\cdot\tfrac12\le0$ is false. Rounding errors can make a computed integral matrix slightly indefinite, and the theorem does not cover that case.

## Pivots above the threshold: each vector removes at least δ of the trace

The diagonal element $R_{pp}$ is the part of the self-repulsion of orbital product $p$ that the earlier vectors have not yet reproduced. Requiring $R_{pp}>\delta$ means that a vector is made only where this remainder is still significant.

Write $R^{(0)}=M$, and let $R^{(m)}$ be the residual after step $m$, whose pivot index is $p_m$. The trace inequality and the pivot condition give

$$\operatorname{tr}R^{(m)}\le\operatorname{tr}R^{(m-1)}-R^{(m-1)}_{p_mp_m}<\operatorname{tr}R^{(m-1)}-\delta .$$

Adding these for $m=1,\dots,k$ yields

$$k\delta+\operatorname{tr}R^{(k)}\le\operatorname{tr}M ,$$

with equality for the empty run. Lean proves this by induction on the list: `hp` is the condition on the first pivot, `h2` the trace loss in the first step, and `h1` the inequality for the remaining steps.

```lean
/-- Trace budget: `k` pivots above `δ` use up at least `k δ` of the trace, and the trace of
the residual fits in what is left. -/
theorem length_mul_add_trace_residual_le {M : Matrix n n ℝ} (hM : M.PosSemidef) {δ : ℝ}
    {ps : List n} (h : PivotsAbove δ M ps) :
    (ps.length : ℝ) * δ + (residual M ps).trace ≤ M.trace := by
  induction ps generalizing M with
  | nil => simp [residual]
  | cons p ps ih =>
    obtain ⟨hp, hps⟩ := h
    have h1 := ih (posSemidef_choleskyStep hM p) hps
    have h2 := trace_choleskyStep_add_pivot_le hM p
    simp only [residual, List.length_cons, Nat.cast_add, Nat.cast_one]
    linarith
```

If some pivots may fall below $\delta$, the count can exceed the limit. The matrix $\operatorname{diag}(1,\,0.01)$ admits two steps with positive pivots, but at $\delta=0.6$ one has $2\delta=1.2$ against a trace of $1.01$.

## A positive threshold: turning the trace into a count

The threshold is a tolerance in the units of the matrix elements, and $\delta>0$ says that some finite error is accepted. The residual has nonnegative diagonal elements, so $\operatorname{tr}R^{(k)}\ge0$ and $k\delta\le\operatorname{tr}M$. Up to here the sign of $\delta$ plays no part. It enters on division:

$$k\le\left\lfloor\frac{\operatorname{tr}M}{\delta}\right\rfloor .$$

The theorem states both forms. In its proof `h2` is the nonnegative residual trace, and `hδ` is used only in the last line, for the division.

```lean
/-- If `k` successive Cholesky steps on a positive semidefinite `M` all have pivots above
`δ > 0`, then `k δ ≤ tr M`, and `k` is at most the integer part of `tr M / δ`. -/
theorem number_of_cholesky_vectors_le {M : Matrix n n ℝ} (hM : M.PosSemidef) {δ : ℝ}
    (hδ : 0 < δ) {ps : List n} (h : PivotsAbove δ M ps) :
    (ps.length : ℝ) * δ ≤ M.trace ∧ ps.length ≤ ⌊M.trace / δ⌋₊ := by
  have h1 := length_mul_add_trace_residual_le hM h
  have h2 : 0 ≤ (residual M ps).trace := by
    refine Finset.sum_nonneg fun i _ => ?_
    rw [Matrix.diag_apply]
    linarith [pair_nonneg (posSemidef_residual hM ps) i i 1 0]
  have h3 : (ps.length : ℝ) * δ ≤ M.trace := by linarith
  exact ⟨h3, Nat.le_floor ((le_div_iff₀ hδ).2 h3)⟩
```

For $\delta\le0$ the inequality $k\delta\le\operatorname{tr}M$ remains true but places no limit on $k$.

## What the threshold guarantees for the matrix elements

A count of vectors is useful together with a statement of what they reproduce. For a positive pivot, symmetry gives

$$L_iL_j=\frac{R_{ip}R_{jp}}{R_{pp}}=\frac{R_{ip}R_{pj}}{R_{pp}},\qquad\text{so}\qquad R_{ij}=L_iL_j+R'_{ij} .$$

Repeating this along the run writes $M_{ij}$ as the sum of the products $L_iL_j$ over all vectors, plus the final residual element. The induction in Lean follows the same split, with `e` as the identity for one step.

```lean
/-- Each element of `M` is the sum of products of Cholesky vector components plus the
corresponding element of the residual. -/
theorem eq_sum_choleskyVectors_add_residual {M : Matrix n n ℝ} (hM : M.PosSemidef)
    (ps : List n) (i j : n) :
    M i j = ((choleskyVectors M ps).map fun L => L i * L j).sum + residual M ps i j := by
  induction ps generalizing M with
  | nil => simp [choleskyVectors, residual]
  | cons p ps ih =>
    have hd : 0 ≤ M p p := by linarith [pair_nonneg hM p p 1 0]
    have hs : M j p = M p j := by simpa using hM.isHermitian.apply p j
    have e : M i j = M i p / √(M p p) * (M j p / √(M p p)) + choleskyStep M p i j := by
      rw [div_mul_div_comm, Real.mul_self_sqrt hd, hs]
      simp only [choleskyStep, Matrix.of_apply]
      ring
    have h := ih (posSemidef_choleskyStep hM p)
    simp only [choleskyVectors, residual, List.map_cons, List.sum_cons]
    rw [add_assoc, ← h]
    exact e
```

Positive semidefiniteness and $\delta>0$ now combine to show that a suitable run exists. Choose a natural number $N$ with $\operatorname{tr}M\le N\delta$. While some diagonal element exceeds $\delta$, take it as the pivot; it need not be the largest. Each such step lowers the trace by more than $\delta$, so the new residual satisfies the same condition with $N-1$ in place of $N$. If $N$ reaches zero, the trace is at most zero, and since each diagonal element lies between zero and the trace, none exceeds $\delta$. The process therefore stops with $R_{ii}\le\delta$ for all $i$.

The off-diagonal elements follow from the two-component inequality with $a=1$ and $b=\pm1$:

$$2|R_{ij}|\le R_{ii}+R_{jj}\le2\delta .$$

The final residual is the error of the decomposition, so every element of $M$ is reproduced to within $\delta$. In the proof, `key` is the induction on $N$, and the two uses of `pair_nonneg` at the end supply the two signs of $b$.

```lean
/-- For every threshold `δ > 0` there is a Cholesky run with all pivots above `δ`, with
`k δ ≤ tr M` for its `k` steps, whose vectors reproduce each element of `M` to within `δ`. -/
theorem exists_cholesky_within_threshold {M : Matrix n n ℝ} (hM : M.PosSemidef) {δ : ℝ}
    (hδ : 0 < δ) :
    ∃ ps : List n, PivotsAbove δ M ps ∧ (ps.length : ℝ) * δ ≤ M.trace ∧
      ∀ i j, |M i j - ((choleskyVectors M ps).map fun L => L i * L j).sum| ≤ δ := by
  -- pivoting while a diagonal element exceeds `δ` must stop, as the trace runs out
  have key : ∀ (N : ℕ) (R : Matrix n n ℝ), R.PosSemidef → R.trace ≤ N * δ →
      ∃ ps : List n, PivotsAbove δ R ps ∧ ∀ i, residual R ps i i ≤ δ := by
    intro N
    induction N with
    | zero =>
      intro R hR ht
      refine ⟨[], trivial, fun i => ?_⟩
      have hnn : ∀ k ∈ Finset.univ, 0 ≤ R k k := fun k _ => by
        linarith [pair_nonneg hR k k 1 0]
      have h1 : R i i ≤ R.trace := Finset.single_le_sum hnn (Finset.mem_univ i)
      simp only [Nat.cast_zero, zero_mul] at ht
      show R i i ≤ δ
      linarith
    | succ N ih =>
      intro R hR ht
      by_cases hall : ∀ i, R i i ≤ δ
      · exact ⟨[], trivial, hall⟩
      · push Not at hall
        obtain ⟨p, hp⟩ := hall
        have h1 := trace_choleskyStep_add_pivot_le hR p
        push_cast at ht
        obtain ⟨ps, h2, h3⟩ := ih _ (posSemidef_choleskyStep hR p) (by linarith)
        exact ⟨p :: ps, ⟨hp, h2⟩, h3⟩
  obtain ⟨N, hN⟩ := exists_nat_ge (M.trace / δ)
  obtain ⟨ps, hps, hdiag⟩ := key N M hM ((div_le_iff₀ hδ).1 hN)
  refine ⟨ps, hps, (number_of_cholesky_vectors_le hM hδ hps).1, fun i j => ?_⟩
  -- positivity on pairs carries the diagonal bound to all elements
  have hR := posSemidef_residual hM ps
  have h1 := pair_nonneg hR i j 1 1
  have h2 := pair_nonneg hR i j 1 (-1)
  have h3 := eq_sum_choleskyVectors_add_residual hM ps i j
  rw [abs_le]
  constructor <;> linarith [hdiag i, hdiag j]
```

With $\delta=0$ no such $N$ exists unless the trace vanishes, and this argument for stopping is lost. The guarantee concerns single matrix elements. For an energy that sums many of them with fixed coefficients, it bounds the error only by $\delta$ times the sum of the absolute values of the coefficients, which may be much larger than $\delta$.

## The identity matrix spends its whole trace

Let $K$ be the number of indices. The identity matrix has trace $K$, and a step on it only replaces the pivot's diagonal element $1$ by $0$. The other diagonal elements stay at $1$, so for any $\delta<1$ all $K$ indices serve as pivots in turn. The bound then reads $K\delta\le K$, which comes as close to equality as one likes when $\delta$ approaches $1$. For $K\ge1$ this excludes any general inequality $c\,k\delta\le\operatorname{tr}M$ with a constant $c>1$.

Lean proves the claim for diagonal matrices whose elements at the listed pivots equal $1$, by induction over a list without repetitions; `hstep` is the statement that a step clears one diagonal element.

```lean
/-- For the identity matrix and any `δ < 1`, all indices can serve in turn as pivots above `δ`, and
their number equals the trace. -/
theorem identity_uses_whole_trace {δ : ℝ} (hδ : δ < 1) :
    PivotsAbove δ (1 : Matrix n n ℝ) Finset.univ.toList ∧
      ((Finset.univ : Finset n).toList.length : ℝ) = (1 : Matrix n n ℝ).trace := by
  have key : ∀ ps : List n, ps.Nodup → ∀ d : n → ℝ, (∀ p ∈ ps, d p = 1) →
      PivotsAbove δ (Matrix.diagonal d) ps := by
    intro ps
    induction ps with
    | nil => intro _ _ _; trivial
    | cons p ps ih =>
      intro hnd d hd
      obtain ⟨hnot, hnd'⟩ := List.nodup_cons.mp hnd
      have hp : d p = 1 := hd p (by simp)
      -- a step on a diagonal matrix only removes the pivot's diagonal element
      have hstep : choleskyStep (Matrix.diagonal d) p
          = Matrix.diagonal (Function.update d p 0) := by
        ext i j
        simp only [choleskyStep, Matrix.of_apply, Matrix.diagonal_apply,
          Function.update_apply]
        by_cases hi : i = p
        · simp [hi, hp]
        · simp [hi]
      refine ⟨?_, ?_⟩
      · rw [Matrix.diagonal_apply_eq, hp]
        exact hδ
      · show PivotsAbove δ (choleskyStep (Matrix.diagonal d) p) ps
        rw [hstep]
        refine ih hnd' _ fun q hq => ?_
        have hqp : q ≠ p := fun e => hnot (e ▸ hq)
        rw [Function.update_of_ne hqp]
        exact hd q (List.mem_cons_of_mem _ hq)
  constructor
  · rw [← Matrix.diagonal_one]
    exact key _ (Finset.nodup_toList _) _ (fun _ _ => rfl)
  · simp [Matrix.trace_one]

end

end CholeskyTraceBound
```

```lean
#print axioms CholeskyTraceBound.trace_choleskyStep_add_pivot_le
-- 'CholeskyTraceBound.trace_choleskyStep_add_pivot_le' depends on axioms: [propext, Classical.choice, Quot.sound]
#print axioms CholeskyTraceBound.exists_cholesky_within_threshold
-- 'CholeskyTraceBound.exists_cholesky_within_threshold' depends on axioms: [propext, Classical.choice, Quot.sound]
#print axioms CholeskyTraceBound.identity_uses_whole_trace
-- 'CholeskyTraceBound.identity_uses_whole_trace' depends on axioms: [propext, Classical.choice, Quot.sound]
```
